# Trigonometric refinement from an odd number N of equally spaced periodic grid points to M ≥ N equally spaced points satisfies P†P = (M/N)·1

**Q:** Infinitely many periodic functions pass through the same $N$ grid values. Before you tell me anything about a refinement matrix $P$, which of them do you evaluate on the finer grid?

**A:** The one built from plane waves with frequencies $-K,\dots,K$, where $N=2K+1$. Everything below is about this choice. There are as many frequencies as data points, and the band is symmetric about zero. An even $N$ would need a further convention, because the frequencies $N/2$ and $-N/2$ have the same samples on its grid; that case is not treated.

```lean
import Mathlib

open Matrix

namespace FourierGridTransfer

noncomputable section
```

**Q:** And the grids?

**A:** Both are uniform on a period of length $2\pi$ and start at zero. The $M$-point grid is $x_l=2\pi l/M$ with $l=0,\dots,M-1$, which is the range of `Fin M`.

```lean
/-- The `l`-th point of the uniform grid with `M` points on a period of length `2π`. -/
def gridPoint (M : ℕ) (l : Fin M) : ℝ := 2 * Real.pi * (l : ℕ) / M
```

**Q:** Lean's finite indices start at zero. Where are the negative frequencies?

**A:** They come from a shift. The index $n$ runs from $0$ to $2K$ and labels the wave $w_n(x)=e^{i(n-K)x}$. The subtraction is done in the real numbers, so $n=0$ really gives frequency $-K$.

```lean
/-- The plane wave of frequency `n - K`; as `n` runs from `0` to `2K` the frequency
runs from `-K` to `K`. -/
def wave (K : ℕ) (n : Fin (2 * K + 1)) (x : ℝ) : ℂ :=
  Complex.exp (((((n : ℕ) : ℝ) - K) * x : ℝ) * Complex.I)
```

A band-limited function is then a sum $\sum_n w_n(x)\,c_n$ with complex coefficients $c_n$.

```lean
/-- The band-limited function with plane-wave coefficients `c`. -/
def trigPoly (K : ℕ) (c : Fin (2 * K + 1) → ℂ) (x : ℝ) : ℂ :=
  ∑ n, wave K n x * c n
```

**Q:** So far these are functions on the line. When do matrices enter?

**A:** When we sample. Let $S_M$ be the $M\times N$ matrix with entries $(S_M)_{ln}=w_n(x_l)$, called `samples K M` in the code.

```lean
/-- The plane waves of the band sampled on the `M`-point grid, one wave per column. -/
def samples (K M : ℕ) : Matrix (Fin M) (Fin (2 * K + 1)) ℂ :=
  Matrix.of fun l n => wave K n (gridPoint M l)
```

The discrete Fourier transform takes $N$ data values to $N$ coefficients. It is $F=\frac1N S_N^\dagger$, with the whole factor $1/N$ placed in this direction. Lean writes the conjugate transpose as `ᴴ`.

```lean
/-- The discrete Fourier transform from data on `N = 2K + 1` points to plane-wave
coefficients. -/
def dft (K : ℕ) : Matrix (Fin (2 * K + 1)) (Fin (2 * K + 1)) ℂ :=
  ((2 * K + 1 : ℕ) : ℂ)⁻¹ • (samples K (2 * K + 1))ᴴ
```

The interpolant of data $u$ is the band-limited function with coefficients $Fu$; I'll write it $I_u$.

```lean
/-- The trigonometric interpolant of the grid data `u`, with frequencies in `[-K, K]`. -/
def interpolant (K : ℕ) (u : Fin (2 * K + 1) → ℂ) : ℝ → ℂ :=
  trigPoly K (dft K *ᵥ u)
```

Refinement is the transform followed by evaluation on the new grid, $P=S_MF$.

```lean
/-- The refinement matrix `P` from the `(2K + 1)`-point grid to the `M`-point grid:
Fourier transform, then evaluation of the plane waves on the new grid. -/
def prolong (K M : ℕ) : Matrix (Fin M) (Fin (2 * K + 1)) ℂ :=
  samples K M * dft K
```

**Q:** You have named a function "interpolant". That doesn't make it interpolate.

**A:** No, it has to be proved, and the proof needs orthogonality of the sampled waves. Take the overlap of waves $m$ and $n$ on the $M$-point grid:
$$\sum_{l=0}^{M-1}\overline{w_m(x_l)}\,w_n(x_l)=\sum_{l=0}^{M-1}z^l,\qquad z=e^{2\pi i(n-m)/M}.$$
If $m=n$, then $z=1$ and the sum is $M$. If $m\ne n$, then $z^M=1$, so
$$(1-z)\sum_{l=0}^{M-1}z^l=1-z^M=0.$$
The sum vanishes provided that $z\neq1$.

**Q:** Which is where aliasing could spoil it.

**A:** Yes. We have $z=1$ only if $n-m$ is a multiple of $M$. But $0<|n-m|\le 2K<M$ when $M\ge N$, so that cannot happen. Hence $S_M^\dagger S_M=M\cdot 1$. The columns are unnormalised; divided by $\sqrt M$ they are orthonormal.

In the Lean proof, `term` turns each summand into a power of `z`, `hzM` is $z^M=1$, and `hz1` is the absence of aliasing. The latter writes $n-m=qM$ with an integer $q$ and rules out negative, zero and positive $q$ in turn. The geometric sum formula is `mul_neg_geom_sum`.

```lean
/-- Plane waves with frequencies in `[-K, K]` are orthogonal on every uniform grid with
`M ≥ 2K + 1` points, each with squared norm `M`. -/
theorem samples_orthogonal (K M : ℕ) (h : 2 * K + 1 ≤ M) :
    (samples K M)ᴴ * samples K M = (M : ℂ) • 1 := by
  have hM : (M : ℂ) ≠ 0 := Nat.cast_ne_zero.mpr (by omega)
  have hc : ∀ r : ℝ, star (Complex.exp (r * Complex.I)) = Complex.exp (-(r * Complex.I)) := by
    intro r
    rw [Complex.star_def, ← Complex.exp_conj, map_mul, Complex.conj_ofReal,
      Complex.conj_I, mul_neg]
  ext m n
  -- the overlap of two waves is a geometric sum in the phase `z`
  obtain ⟨z, hz⟩ : ∃ z : ℂ, z = Complex.exp
      (2 * Real.pi * Complex.I * ((((n : ℕ) : ℂ) - ((m : ℕ) : ℂ)) / M)) := ⟨_, rfl⟩
  have term : ∀ l : Fin M, (samples K M)ᴴ m l * samples K M l n = z ^ (l : ℕ) := by
    intro l
    simp only [Matrix.conjTranspose_apply, samples, wave, Matrix.of_apply]
    rw [hc, ← Complex.exp_add, hz, ← Complex.exp_nat_mul]
    congr 1
    unfold gridPoint
    push_cast
    ring
  rw [Matrix.mul_apply, Finset.sum_congr rfl (fun l _ => term l),
    Fin.sum_univ_eq_sum_range (fun l => z ^ l) M]
  by_cases hmn : m = n
  · subst hmn
    have hz1 : z = 1 := by rw [hz]; simp
    simp [hz1]
  · have hzM : z ^ M = 1 := by
      rw [hz, ← Complex.exp_nat_mul, Complex.exp_eq_one_iff]
      refine ⟨((n : ℕ) : ℤ) - ((m : ℕ) : ℤ), ?_⟩
      push_cast
      field_simp
    -- distinct frequencies in the band are not aliased
    have hz1 : z ≠ 1 := by
      intro h1
      rw [hz, Complex.exp_eq_one_iff] at h1
      obtain ⟨q, hq⟩ := h1
      have h2 : (((n : ℕ) : ℂ) - ((m : ℕ) : ℂ)) / M = q :=
        mul_left_cancel₀ Complex.two_pi_I_ne_zero (by rw [hq]; ring)
      rw [div_eq_iff hM] at h2
      have h3 : ((n : ℕ) : ℤ) - ((m : ℕ) : ℤ) = q * (M : ℤ) := by exact_mod_cast h2
      have hn := n.isLt
      have hm := m.isLt
      have hne : (m : ℕ) ≠ (n : ℕ) := fun e => hmn (Fin.ext e)
      rcases lt_trichotomy q 0 with hq0 | hq0 | hq0
      · have : q * (M : ℤ) ≤ -(M : ℤ) := by nlinarith
        omega
      · rw [hq0, zero_mul] at h3
        omega
      · have : (M : ℤ) ≤ q * (M : ℤ) := by nlinarith
        omega
    have hg := mul_neg_geom_sum z M
    rw [hzM, sub_self] at hg
    rw [(mul_eq_zero.mp hg).resolve_left (sub_ne_zero.mpr (Ne.symm hz1)),
      Matrix.smul_apply, Matrix.one_apply_ne hmn, smul_zero]
```

**Q:** Now the interpolation property, please.

**A:** Put $M=N$ in the orthogonality relation:
$$FS_N=\tfrac1N S_N^\dagger S_N=1.$$
The transform recovers coefficients from samples.

```lean
/-- On the `(2K + 1)`-point grid the discrete Fourier transform recovers the coefficients
from the samples. -/
theorem dft_mul_samples (K : ℕ) : dft K * samples K (2 * K + 1) = 1 := by
  have hN : ((2 * K + 1 : ℕ) : ℂ) ≠ 0 := Nat.cast_ne_zero.mpr (by omega)
  rw [dft, Matrix.smul_mul, samples_orthogonal K _ le_rfl, smul_smul,
    inv_mul_cancel₀ hN, one_smul]
```

Both matrices are square, so a left inverse is also a right inverse, and $S_NF=1$. The values of $I_u$ on the coarse grid are $S_NFu=u$. The step from one order of the product to the other is `mul_eq_one_comm`.

```lean
/-- The interpolant takes the prescribed values on the `(2K + 1)`-point grid. -/
theorem interpolant_gridPoint (K : ℕ) (u : Fin (2 * K + 1) → ℂ) (j : Fin (2 * K + 1)) :
    interpolant K u (gridPoint (2 * K + 1) j) = u j := by
  change (samples K (2 * K + 1) *ᵥ (dft K *ᵥ u)) j = u j
  rw [Matrix.mulVec_mulVec, mul_eq_one_comm.mp (dft_mul_samples K), Matrix.one_mulVec]
```

**Q:** Could another function in the same band match the data?

**A:** No. If coefficients $c$ give $S_Nc=u$, then $Fu=FS_Nc=c$, so the function is $I_u$. The theorem states equality as functions of $x$, not just agreement at grid points.

```lean
/-- A function with frequencies in `[-K, K]` that matches the data on the
`(2K + 1)`-point grid is the interpolant. -/
theorem interpolant_unique (K : ℕ) (u c : Fin (2 * K + 1) → ℂ)
    (h : ∀ j, trigPoly K c (gridPoint (2 * K + 1) j) = u j) :
    trigPoly K c = interpolant K u := by
  have hu : u = samples K (2 * K + 1) *ᵥ c := funext fun j => (h j).symm
  rw [interpolant, hu, Matrix.mulVec_mulVec, dft_mul_samples, Matrix.one_mulVec]
```

**Q:** Then I accept the interpolant. Is $P$ tied to it, or only similar in spirit?

**A:** It is tied by a theorem: $(Pu)_l=I_u(x_l)$ for every fine-grid point. Regrouping $(S_MF)u$ as $S_M(Fu)$ is the entire argument. It holds for any $M$, including grids coarser than the original.

```lean
/-- Applying `P` to grid data gives the values of their interpolant on the `M`-point grid. -/
theorem prolong_mulVec (K M : ℕ) (u : Fin (2 * K + 1) → ℂ) (l : Fin M) :
    (prolong K M *ᵥ u) l = interpolant K u (gridPoint M l) := by
  rw [prolong, ← Matrix.mulVec_mulVec]
  rfl
```

**Q:** And the main identity?

**A:** Insert the fine-grid orthogonality between the two transforms:
$$P^\dagger P=F^\dagger\,(S_M^\dagger S_M)\,F=M\,F^\dagger F.$$
Since $F^\dagger=\frac1N S_N$ and $S_NF=1$,
$$P^\dagger P=\frac MN\,S_NF=\frac MN\cdot 1.$$
So $\sqrt{N/M}\,P$ preserves the ordinary norm of vectors. In Lean, `hd` is the formula for $F^\dagger$, the first `calc` step regroups the product, and the second substitutes the fine-grid orthogonality, `hd` and $S_NF=1$. The hypothesis `h : 2 * K + 1 ≤ M` is $M\ge N$. For $K=0$ the matrix $P$ is a column of $M$ ones, and the identity reads $P^\dagger P=M$.

```lean
/-- Refinement from `N = 2K + 1` to `M ≥ N` points satisfies `P† P = (M / N) 1`. -/
theorem prolong_adjoint_mul_self (K M : ℕ) (h : 2 * K + 1 ≤ M) :
    (prolong K M)ᴴ * prolong K M = ((M : ℂ) / ((2 * K + 1 : ℕ) : ℂ)) • 1 := by
  have hd : (dft K)ᴴ = ((2 * K + 1 : ℕ) : ℂ)⁻¹ • samples K (2 * K + 1) := by
    rw [dft, Matrix.conjTranspose_smul, Matrix.conjTranspose_conjTranspose,
      star_inv₀, star_natCast]
  -- fine-grid orthogonality removes the two inner factors
  calc (prolong K M)ᴴ * prolong K M
      = (dft K)ᴴ * (((samples K M)ᴴ * samples K M) * dft K) := by
        simp only [prolong, Matrix.conjTranspose_mul, Matrix.mul_assoc]
    _ = ((M : ℂ) / ((2 * K + 1 : ℕ) : ℂ)) • 1 := by
        rw [samples_orthogonal K M h, Matrix.smul_mul, Matrix.one_mul, Matrix.mul_smul, hd,
          Matrix.smul_mul, mul_eq_one_comm.mp (dft_mul_samples K), smul_smul, div_eq_mul_inv]
```

**Q:** What does that say about a function I have refined and want back?

**A:** Multiply by $N/M$: $\frac NM P^\dagger P\,u=u$. The Lean statement applies $\frac NM P^\dagger$ directly to the fine-grid values of $I_u$, which makes explicit what is being restricted. The proof replaces those values by $Pu$ and cancels the factors.

```lean
/-- For `M ≥ N = 2K + 1`, the matrix `(N / M) P†` applied to the fine-grid values of the
interpolant returns the original data. -/
theorem restriction_undoes_refinement (K M : ℕ) (h : 2 * K + 1 ≤ M)
    (u : Fin (2 * K + 1) → ℂ) :
    ((((2 * K + 1 : ℕ) : ℂ) / (M : ℂ)) • (prolong K M)ᴴ) *ᵥ
      (fun l => interpolant K u (gridPoint M l)) = u := by
  have hM : (M : ℂ) ≠ 0 := Nat.cast_ne_zero.mpr (by omega)
  have hN : ((2 * K + 1 : ℕ) : ℂ) ≠ 0 := Nat.cast_ne_zero.mpr (by omega)
  have hu : (fun l => interpolant K u (gridPoint M l)) = prolong K M *ᵥ u :=
    funext fun l => (prolong_mulVec K M u l).symm
  rw [hu, Matrix.mulVec_mulVec, Matrix.smul_mul, prolong_adjoint_mul_self K M h, smul_smul,
    div_mul_div_cancel₀ hM, div_self hN, one_smul, Matrix.one_mulVec]
```

**Q:** Does it also return arbitrary fine-grid data unharmed, if I go down and up again?

**A:** That would be the product in the other order, and for $M>N$ it fails: $P$ has rank at most $N$, so the round trip cannot be the identity on $M$ values. The recovery theorem is about data that came from the coarse grid.

**Q:** In quantum mechanics I care about overlaps more than about matrices.

**A:** For these one-dimensional, band-limited functions, overlaps survive the transfer once each is averaged over its own grid:
$$\frac1M\sum_l\overline{I_u(x_l)}\,I_v(x_l)=\frac1M\,u^\dagger P^\dagger P\,v=\frac1N\sum_j\overline{u_j}\,v_j.$$
Orbitals represented this way therefore stay orthogonal, and keep their grid-averaged norm, on the denser grid. In the proof, `key` is the relation $(Pu)^\dagger(Pv)=\frac MN\,u^\dagger v$; the rest is division by $M$, which is nonzero because $M\ge N\ge1$.

```lean
/-- For `M ≥ 2K + 1`, the grid-averaged overlap of two interpolants on the `M`-point grid
equals that of the original data. -/
theorem overlap_preserved (K M : ℕ) (h : 2 * K + 1 ≤ M) (u v : Fin (2 * K + 1) → ℂ) :
    (∑ l : Fin M, star (interpolant K u (gridPoint M l)) * interpolant K v (gridPoint M l)) / M
      = (∑ j, star (u j) * v j) / ((2 * K + 1 : ℕ) : ℂ) := by
  have hM : (M : ℂ) ≠ 0 := Nat.cast_ne_zero.mpr (by omega)
  have hs : ∀ a : ℂ, (a • (1 : Matrix (Fin (2 * K + 1)) (Fin (2 * K + 1)) ℂ)) *ᵥ v = a • v := by
    intro a
    ext i
    simp [Matrix.mulVec, dotProduct, Matrix.one_apply]
  have key : star (prolong K M *ᵥ u) ⬝ᵥ (prolong K M *ᵥ v)
      = (M : ℂ) / ((2 * K + 1 : ℕ) : ℂ) * (star u ⬝ᵥ v) := by
    rw [Matrix.star_mulVec, Matrix.dotProduct_mulVec, Matrix.vecMul_vecMul,
      prolong_adjoint_mul_self K M h, ← Matrix.dotProduct_mulVec, hs, dotProduct_smul,
      smul_eq_mul]
  simp only [← prolong_mulVec]
  change (star (prolong K M *ᵥ u) ⬝ᵥ (prolong K M *ᵥ v)) / (M : ℂ)
    = (star u ⬝ᵥ v) / ((2 * K + 1 : ℕ) : ℂ)
  rw [key]
  calc (M : ℂ) / ((2 * K + 1 : ℕ) : ℂ) * (star u ⬝ᵥ v) / (M : ℂ)
      = ((M : ℂ) * (M : ℂ)⁻¹) * ((star u ⬝ᵥ v) / ((2 * K + 1 : ℕ) : ℂ)) := by
        simp only [div_eq_mul_inv]
        ac_rfl
    _ = _ := by rw [mul_inv_cancel₀ hM, one_mul]
```

The statement concerns values of the functions themselves. For $K\ge1$ a product of two of them can contain frequencies up to $2K$ in magnitude and so leave the band. Refining the coarse samples of a density therefore need not give the squared modulus of the refined orbital.

**Q:** You keep assuming $M\ge N$. Is it a convenience of the proof?

**A:** It is necessary for any recovery, by $P^\dagger$ or by another matrix. Suppose some $Q$ satisfies $QP=1$. The identity has rank $N$, a product has at most the rank of its right factor, and $P$ has only $M$ rows. Thus
$$N=\operatorname{rank}(QP)\le\operatorname{rank}P\le M.$$
The two inequalities are `h1` and `h2` in the code.

```lean
/-- If any matrix `Q` undoes the transfer to the `M`-point grid, then `M ≥ 2K + 1`. -/
theorem card_le_of_left_inverse (K M : ℕ) (Q : Matrix (Fin (2 * K + 1)) (Fin M) ℂ)
    (hQ : Q * prolong K M = 1) : 2 * K + 1 ≤ M := by
  -- the identity has rank `2K + 1`, while `P` has only `M` rows
  have h1 := Matrix.rank_mul_le_right Q (prolong K M)
  have h2 := Matrix.rank_le_card_height (prolong K M)
  rw [hQ, Matrix.rank_one, Fintype.card_fin] at h1
  rw [Fintype.card_fin] at h2
  exact h1.trans h2

end

end FourierGridTransfer
```

**Q:** Show me the failure in numbers.

**A:** Take $K=1$, so $N=3$, and $M=1$. The only point of the new grid is $x=0$, which is also the first coarse point. The interpolant takes the value $u_0$ there, so
$$P=\begin{pmatrix}1&0&0\end{pmatrix},\qquad P^\dagger P=\begin{pmatrix}1&0&0\\0&0&0\\0&0&0\end{pmatrix}\neq\tfrac13\cdot 1.$$
The data $(0,1,0)$ are sent to zero, and no matrix can bring them back. In terms of waves, the frequencies $-1$, $0$ and $1$ all have the value $1$ at $x=0$: they are aliased, which is what $M\ge N$ prevented in the geometric sum.

```lean
#print axioms FourierGridTransfer.interpolant_gridPoint
#print axioms FourierGridTransfer.restriction_undoes_refinement
#print axioms FourierGridTransfer.overlap_preserved
#print axioms FourierGridTransfer.card_le_of_left_inverse
```

```
'FourierGridTransfer.interpolant_gridPoint' depends on axioms: [propext, Classical.choice, Quot.sound]
'FourierGridTransfer.restriction_undoes_refinement' depends on axioms: [propext, Classical.choice, Quot.sound]
'FourierGridTransfer.overlap_preserved' depends on axioms: [propext, Classical.choice, Quot.sound]
'FourierGridTransfer.card_le_of_left_inverse' depends on axioms: [propext, Classical.choice, Quot.sound]
```
